# Exact singlet levels and end-spin correlation of four spins 1/2 coupled J–k–J, for J > 0

Four spins 1/2 with the Hamiltonian

$$H=J(\mathbf S_1\cdot\mathbf S_2+\mathbf S_3\cdot\mathbf S_4)+k\,\mathbf S_2\cdot\mathbf S_3,\qquad J>0,\ k\ \text{real},$$

have total-singlet eigenstates at exactly two energies,

$$E_\mp=-\tfrac J2-\tfrac k4\mp Q,\qquad Q=\sqrt{J^2-\tfrac{Jk}{2}+\tfrac{k^2}{4}}.$$

Every nonzero singlet eigenstate at $E_-$ has

$$\langle\mathbf S_1\cdot\mathbf S_4\rangle=-\frac14+\frac{J-k}{4Q},$$

with slope $-3/(16J)$ in $k$ at $k=0$. Spins are in units of $\hbar$; $J$ and $k$ are energies. If $k=k_0\cos^2\varphi$, the slope in $k_0$ at $k_0=0$ is $-3\cos^2\varphi/(16J)$, a Karplus-type angular dependence at first order.

## Reference values for a spin-Hamiltonian code

A program that builds Heisenberg Hamiltonians can be compared with these formulas for this isolated four-spin model. At $J=k=1$ the lower singlet energy is $-3/4-\sqrt3/2\approx-1.616$ and the end correlation is $-1/4$. Codes that store Pauli matrices, or write the coupling as $-2J\,\mathbf S_i\cdot\mathbf S_j$, must convert first.

A code that takes the end correlation to be $-3k_0\cos^2\varphi/(16J)$ keeps the linear term alone. At $J=k=1$ that term gives $-3/16$ instead of $-1/4$.

In an H–C–C–H fragment, spins 1 and 4 stand for the hydrogen electrons and spins 2 and 3 for their bonding partners on carbon. The constant $J$ is the exchange within a C–H bond, and $k$ the exchange between the two carbon hybrids that point to the hydrogens. The two electrons of the C–C bond and all other exchange couplings among the four spins are left out. The assumption $k\propto\cos^2\varphi$ represents exchange that goes as the square of an overlap proportional to the cosine of the dihedral angle $\varphi$.

## From spin exchange to a two-by-two problem

Let $P_{ij}$ exchange spins $i$ and $j$. A pair's scalar product is $1/4$ on triplets, where $P_{ij}=1$, and $-3/4$ on the singlet, where $P_{ij}=-1$. Hence $\mathbf S_i\cdot\mathbf S_j=P_{ij}/2-1/4$.

Write amplitudes as $\psi_{pqrs}$, with 0 for up and 1 for down. Let $\varepsilon_{01}=1=-\varepsilon_{10}$ and $\varepsilon_{00}=\varepsilon_{11}=0$, and define

$$A=\varepsilon_{pq}\varepsilon_{rs},\quad X=\varepsilon_{pr}\varepsilon_{qs},\quad Y=\varepsilon_{ps}\varepsilon_{qr},\quad B=X+Y.$$

Each product pairs the spins into singlets, so $A$ and $B$ are total singlets. Conversely, zero total $S^z$ leaves six amplitudes $f_{ij}$, labelled by the two down spins. Zero total $S^x$ requires $\sum_{j\ne i}f_{ij}=0$ for each $i$. Thus $f_{12}=f_{34}$, $f_{13}=f_{24}$, $f_{14}=f_{23}$ and $f_{12}+f_{13}+f_{14}=0$, which leaves two free amplitudes. Every singlet is therefore $cA+dB$, with $d=\psi_{0011}/2$ and $c=\psi_{0101}+\psi_{0011}/2$.

Both $P_{12}$ and $P_{34}$ send $A$ to $-A$ and $B$ to $B$. The three-term identity $A-X+Y=0$ gives $X=(A+B)/2$ and $Y=(B-A)/2$. Both $P_{23}$ and $P_{14}$ send $A$ to $X$ and $B$ to $A-Y=(3A-B)/2$. On singlets, therefore,

$$\mathbf S_2\cdot\mathbf S_3=\mathbf S_1\cdot\mathbf S_4:\qquad A\mapsto\tfrac14B,\quad B\mapsto\tfrac34A-\tfrac12B.$$

The eigenvalue equations are

$$(E+\tfrac{3J}{2})c=\tfrac{3k}{4}d,\qquad (E-\tfrac J2+\tfrac k2)d=\tfrac k4c.$$

A nonzero solution requires

$$(E+\tfrac{3J}{2})(E-\tfrac J2+\tfrac k2)-\tfrac{3k^2}{16}=0,$$

which rearranges to $(E+J/2+k/4)^2=Q^2$.

Set $u=J-k/4$ and $w=u+Q$. Since $Q^2=u^2+3k^2/16$, both $Q$ and $w$ are positive: for $k\ne0$ we have $Q>|u|$, and for $k=0$ we have $w=2J$. At $E_-$ the second equation reads $-wd=(k/4)c$, so $c:d=w:-k/4$.

The squared norms of $A$ and $B$ are 4 and 12, and the two are orthogonal; the normalised states are $A/2$ and $B/(2\sqrt3)$. For $c=w$, $d=-k/4$,

$$\langle\mathbf S_1\cdot\mathbf S_4\rangle=\frac{6cd-6d^2}{4c^2+12d^2}=\frac{-3wk/2-3k^2/8}{4w^2+3k^2/4}.$$

From $3k^2/16=(Q-u)w$, the denominator is $8Qw$ and the numerator is $w(-3k/2-2Q+2u)$. Their quotient is $(J-k-Q)/(4Q)$, as stated.

At $k=0$, $Q=J$ and $Q'=-1/4$, so the slope is $(-Q-JQ')/(4Q^2)=-3/(16J)$. The chain rule supplies the factor $\cos^2\varphi$.

## The Lean file

```lean
import Mathlib

open ComplexConjugate

namespace FourSpinCoupling

noncomputable section

/-- Amplitudes of four spins 1/2; index value 0 is spin up and 1 is spin down. -/
abbrev State := Fin 2 → Fin 2 → Fin 2 → Fin 2 → ℂ

/-- The spin-1/2 matrices for the x, y and z components, in units of ħ. -/
def spin : Fin 3 → Matrix (Fin 2) (Fin 2) ℂ :=
  ![!![0, 1/2; 1/2, 0], !![0, -Complex.I/2; Complex.I/2, 0], !![1/2, 0; 0, -1/2]]

/-- Component `a` of the spin on site `i`; sites 0, 1, 2, 3 are spins 1, 2, 3, 4. -/
def site (i : Fin 4) (a : Fin 3) (ψ : State) : State := fun p q r s =>
  ![∑ t, spin a p t * ψ t q r s, ∑ t, spin a q t * ψ p t r s,
    ∑ t, spin a r t * ψ p q t s, ∑ t, spin a s t * ψ p q r t] i

/-- The scalar product of the spins on sites `i` and `j`, applied to a state. -/
def dot (i j : Fin 4) (ψ : State) : State := fun p q r s =>
  ∑ a, site i a (site j a ψ) p q r s

/-- The Hamiltonian J(S1·S2 + S3·S4) + k S2·S3. -/
def hamiltonian (J k : ℝ) (ψ : State) : State := fun p q r s =>
  J * (dot 0 1 ψ p q r s + dot 2 3 ψ p q r s) + k * dot 1 2 ψ p q r s

/-- A total singlet: every component of the total spin annihilates the state. -/
def IsSinglet (ψ : State) : Prop := ∀ a p q r s, ∑ i, site i a ψ p q r s = 0

/-- The inner product of two four-spin states. -/
def braket (φ ψ : State) : ℂ := ∑ p, ∑ q, ∑ r, ∑ s, conj (φ p q r s) * ψ p q r s

/-- The antisymmetric symbol, the unnormalised singlet of two spins. -/
def eps : Matrix (Fin 2) (Fin 2) ℂ := !![0, 1; -1, 0]

/-- `c` times the product of singlets on (1,2) and (3,4), plus `d` times the singlet made from
triplets on (1,2) and (3,4); both are unnormalised. -/
def pairState (c d : ℂ) : State := fun p q r s =>
  c * (eps p q * eps r s) + d * (eps p r * eps q s + eps p s * eps q r)

/-- The half-splitting Q = √(J² - Jk/2 + k²/4). -/
def splitting (J k : ℝ) : ℝ := Real.sqrt (J^2 - J*k/2 + k^2/4)

/-- The energy -J/2 - k/4 - Q. -/
def lowerLevel (J k : ℝ) : ℝ := -J/2 - k/4 - splitting J k

/-- The function -1/4 + (J - k)/(4Q), for J and k not both zero. -/
def endCorrelation (J k : ℝ) : ℝ := -1/4 + (J - k) / (4 * splitting J k)

/-- Dirac exchange identity: for the pairs (1,2), (3,4), (2,3) and (1,4), the scalar product of
the spins is half the exchange of the two spins minus one quarter. -/
theorem dirac_exchange (ψ : State) (p q r s : Fin 2) :
    dot 0 1 ψ p q r s = ψ q p r s / 2 - ψ p q r s / 4 ∧
    dot 2 3 ψ p q r s = ψ p q s r / 2 - ψ p q r s / 4 ∧
    dot 1 2 ψ p q r s = ψ p r q s / 2 - ψ p q r s / 4 ∧
    dot 0 3 ψ p q r s = ψ s q r p / 2 - ψ p q r s / 4 := by
  refine ⟨?_, ?_, ?_, ?_⟩
  on_goal 1 => fin_cases p <;> fin_cases q
  on_goal 5 => fin_cases r <;> fin_cases s
  on_goal 9 => fin_cases q <;> fin_cases r
  on_goal 13 => fin_cases p <;> fin_cases s
  all_goals
    simp [dot, site, spin, Fin.sum_univ_three, Fin.sum_univ_two]
    ring_nf
    simp only [Complex.I_sq]
    ring

/-- The total singlets of four spins 1/2 are exactly the states `pairState c d`: the combinations of
the product of singlets on (1,2) and (3,4) with the one singlet made from triplets on these pairs.
-/
theorem singlet_iff (ψ : State) : IsSinglet ψ ↔ ∃ c d, ψ = pairState c d := by
  constructor
  · intro h
    -- the x and z components of the total spin fix all but two amplitudes
    have hx := h 0
    have hz := h 2
    simp [site, spin, Fin.forall_fin_two, Fin.sum_univ_four, Fin.sum_univ_two] at hx hz
    refine ⟨ψ 0 1 0 1 + ψ 0 0 1 1 / 2, ψ 0 0 1 1 / 2, ?_⟩
    funext p q r s
    fin_cases p <;> fin_cases q <;> fin_cases r <;> fin_cases s <;>
      simp [pairState, eps] <;> grind
  · rintro ⟨c, d, rfl⟩ a p q r s
    fin_cases a <;> fin_cases p <;> fin_cases q <;> fin_cases r <;> fin_cases s <;>
      simp [site, spin, pairState, eps, Fin.sum_univ_four, Fin.sum_univ_two] <;> ring

/-- The action of the Hamiltonian and of S1·S4 on the singlet pair states. -/
theorem singlet_action (J k : ℝ) (c d : ℂ) :
    hamiltonian J k (pairState c d) =
      pairState (-3*J/2*c + 3*k/4*d) (k/4*c + (J/2 - k/2)*d) ∧
    dot 0 3 (pairState c d) = pairState (3/4*d) (c/4 - d/2) := by
  have sw : ∀ p q, eps q p = -eps p q := by
    intro p q
    fin_cases p <;> fin_cases q <;> simp [eps]
  -- the three pairings of four spins into singlets are linearly dependent
  have pl : ∀ p q r s, eps p q * eps r s - eps p r * eps q s + eps p s * eps q r = 0 := by
    intro p q r s
    fin_cases p <;> fin_cases q <;> fin_cases r <;> fin_cases s <;> simp [eps]
  constructor <;> funext p q r s <;>
    obtain ⟨h1, h2, h3, h4⟩ := dirac_exchange (pairState c d) p q r s
  · simp only [hamiltonian, h1, h2, h3, pairState]
    rw [sw p q, sw r s, sw q r]
    linear_combination (-(k:ℂ)/4*(c + d)) * pl p q r s
  · simp only [h4, pairState]
    rw [sw q s, sw p r, sw r s, sw p q, sw p s]
    linear_combination (-1/4*(c + d)) * pl p q r s

/-- One pair state is `E` times another exactly when both of its coefficients are. -/
theorem pairState_eq_smul (c d E c' d' : ℂ) :
    pairState c d = E • pairState c' d' ↔ c = E * c' ∧ d = E * d' := by
  constructor
  · intro h
    have v1 : ∀ a b, pairState a b 0 0 1 1 = b * 2 := by
      intro a b
      norm_num [pairState, eps]
    have v2 : ∀ a b, pairState a b 0 1 0 1 = a + -b := by
      intro a b
      simp [pairState, eps]
    have h1 := congrFun (congrFun (congrFun (congrFun h 0) 0) 1) 1
    have h2 := congrFun (congrFun (congrFun (congrFun h 0) 1) 0) 1
    simp only [Pi.smul_apply, smul_eq_mul, v1, v2] at h1 h2
    exact ⟨by linear_combination h2 + h1/2, by linear_combination h1/2⟩
  · rintro ⟨rfl, rfl⟩
    funext p q r s
    simp only [Pi.smul_apply, smul_eq_mul, pairState]
    ring

/-- For J > 0, Q² = J² - Jk/2 + k²/4, and both Q and J - k/4 + Q are positive. -/
theorem splitting_facts {J : ℝ} (hJ : 0 < J) (k : ℝ) :
    splitting J k ^ 2 = J^2 - J*k/2 + k^2/4 ∧ 0 < splitting J k ∧
      0 < J - k/4 + splitting J k := by
  have hR : 0 < J^2 - J*k/2 + k^2/4 := by nlinarith [sq_nonneg (J - k), mul_pos hJ hJ]
  have hQ : splitting J k ^ 2 = J^2 - J*k/2 + k^2/4 := Real.sq_sqrt hR.le
  have hp : 0 < splitting J k := Real.sqrt_pos.2 hR
  refine ⟨hQ, hp, ?_⟩
  by_contra hn
  have h2 : 0 < k := by linarith
  have h3 := pow_le_pow_left₀ hp.le (by linarith : splitting J k ≤ k/4 - J) 2
  nlinarith [mul_pos h2 h2]

/-- For J > 0 the energies of the total-singlet eigenstates are exactly -J/2 - k/4 - Q and
-J/2 - k/4 + Q. -/
theorem singlet_levels {J : ℝ} (hJ : 0 < J) (k : ℝ) (E : ℂ) :
    (∃ ψ, ψ ≠ 0 ∧ IsSinglet ψ ∧ hamiltonian J k ψ = E • ψ) ↔
      E = (lowerLevel J k : ℂ) ∨ E = ((-J/2 - k/4 + splitting J k : ℝ) : ℂ) := by
  obtain ⟨hQ, -, hw⟩ := splitting_facts hJ k
  have hq : (splitting J k : ℂ)^2 = (J:ℂ)^2 - J*k/2 + (k:ℂ)^2/4 := by exact_mod_cast hQ
  have hw0 : (J:ℂ) - k/4 + splitting J k ≠ 0 := by exact_mod_cast hw.ne'
  unfold lowerLevel
  push_cast
  constructor
  · rintro ⟨ψ, h0, hs, hE⟩
    obtain ⟨c, d, rfl⟩ := (singlet_iff ψ).1 hs
    rw [(singlet_action J k c d).1, pairState_eq_smul] at hE
    obtain ⟨e1, e2⟩ := hE
    by_contra hne
    rw [not_or] at hne
    -- off the two levels the secular determinant forces both coefficients to vanish
    have hP := mul_ne_zero (sub_ne_zero.2 hne.1) (sub_ne_zero.2 hne.2)
    have hc : c = 0 := mul_left_cancel₀ hP (by
      linear_combination (-(E - J/2 + k/2)) * e1 - (3*(k:ℂ)/4) * e2 - c * hq)
    have hd : d = 0 := mul_left_cancel₀ hP (by
      linear_combination (-(E + 3*J/2)) * e2 - ((k:ℂ)/4) * e1 - d * hq)
    exact h0 (by funext p q r s; simp [pairState, hc, hd])
  · have nz : ∀ c d, pairState c d = 0 → c = 0 ∧ d = 0 := fun c d h => by
      simpa using (pairState_eq_smul c d 0 0 0).1 (h.trans (zero_smul ℂ _).symm)
    rintro (rfl | rfl)
    · refine ⟨pairState (J - k/4 + splitting J k) (-k/4), fun h => hw0 (nz _ _ h).1,
        (singlet_iff _).2 ⟨_, _, rfl⟩, ?_⟩
      rw [(singlet_action J k _ _).1, pairState_eq_smul]
      exact ⟨by linear_combination hq, by ring⟩
    · refine ⟨pairState (3*k/4) (J - k/4 + splitting J k), fun h => hw0 (nz _ _ h).2,
        (singlet_iff _).2 ⟨_, _, rfl⟩, ?_⟩
      rw [(singlet_action J k _ _).1, pairState_eq_smul]
      exact ⟨by ring, by linear_combination -hq⟩

/-- For J > 0, a total singlet at the lower level has ⟨S1·S4⟩ = -1/4 + (J - k)/(4Q), written
here without normalising the state. -/
theorem end_spin_correlation {J k : ℝ} (hJ : 0 < J) {ψ : State} (hs : IsSinglet ψ)
    (hE : hamiltonian J k ψ = (lowerLevel J k : ℂ) • ψ) :
    braket ψ (dot 0 3 ψ) = endCorrelation J k * braket ψ ψ := by
  obtain ⟨c, d, rfl⟩ := (singlet_iff ψ).1 hs
  rw [(singlet_action J k c d).1, pairState_eq_smul] at hE
  have e2 := hE.2
  unfold lowerLevel at e2
  push_cast at e2
  obtain ⟨hQ, hQp, hw⟩ := splitting_facts hJ k
  have hg : 4 * splitting J k * endCorrelation J k = J - k - splitting J k := by
    unfold endCorrelation
    have := hQp.ne'
    field_simp
    ring
  obtain ⟨w, hwd⟩ : ∃ w, w = J - k/4 + splitting J k := ⟨_, rfl⟩
  rw [← hwd] at hw
  have key : -3*w*k/2 - 3*k^2/8 = endCorrelation J k * (4*w^2 + 3*k^2/4) := by
    rw [hwd]
    linear_combination (-2*(J - k/4 + splitting J k))*hg + (2 + 4*endCorrelation J k)*hQ
  have keyC : -3*(w:ℂ)*k/2 - 3*(k:ℂ)^2/8 =
      endCorrelation J k * (4*(w:ℂ)^2 + 3*(k:ℂ)^2/4) := by exact_mod_cast key
  have hwC : (w:ℂ) = J - k/4 + splitting J k := by rw [hwd]; push_cast; ring
  have hw0 : (w:ℂ) ≠ 0 := Complex.ofReal_ne_zero.2 hw.ne'
  -- the coefficients stand in the real ratio w : -k/4
  obtain ⟨x, hc⟩ : ∃ x, c = w * x := ⟨c / w, by field_simp⟩
  have hd : d = ((-k/4 : ℝ) : ℂ) * x := mul_left_cancel₀ hw0 (by
    push_cast
    linear_combination e2 + d*hwC - (k:ℂ)/4*hc)
  have hb : ∀ a b a' b', braket (pairState a b) (pairState a' b') =
      4 * conj a * a' + 12 * conj b * b' := by
    intro a b a' b'
    simp [braket, pairState, eps, Fin.sum_univ_two]
    ring
  rw [(singlet_action J k c d).2, hb, hb, hd, hc]
  simp only [map_mul, Complex.conj_ofReal]
  push_cast
  linear_combination (conj x * x) * keyC

/-- For J > 0 the function -1/4 + (J - k)/(4Q) has slope -3/(16J) in k at k = 0. -/
theorem correlation_slope {J : ℝ} (hJ : 0 < J) :
    HasDerivAt (fun k => endCorrelation J k) (-3/(16*J)) 0 := by
  have hs : Real.sqrt (J^2 - J*0/2 + 0^2/4) = J := by
    rw [show J^2 - J*0/2 + 0^2/4 = J^2 by ring, Real.sqrt_sq hJ.le]
  have hR : HasDerivAt (fun k : ℝ => J^2 - J*k/2 + k^2/4) (-J/2) 0 :=
    (((((hasDerivAt_id' (0:ℝ)).const_mul J).div_const 2).const_sub (J^2)).fun_add
      (((hasDerivAt_id' (0:ℝ)).fun_pow 2).div_const 4)).congr_deriv (by simp [neg_div])
  have hQ := hR.sqrt (by simp [hJ.ne'])
  have h := (((hasDerivAt_id' (0:ℝ)).const_sub J).fun_div (hQ.const_mul 4) (by
    show 4 * Real.sqrt (J^2 - J*0/2 + 0^2/4) ≠ 0
    rw [hs]
    positivity)).const_add (-1/4)
  show HasDerivAt (fun k => -1/4 + (J - k) / (4 * Real.sqrt (J^2 - J*k/2 + k^2/4))) _ 0
  refine h.congr_deriv ?_
  simp only [hs, sub_zero]
  field_simp
  ring

/-- Karplus form: for J > 0 and k = k₀ cos²φ, the function -1/4 + (J - k)/(4Q) has slope
-3cos²φ/(16J) in k₀ at k₀ = 0. -/
theorem karplus {J : ℝ} (hJ : 0 < J) (φ : ℝ) :
    HasDerivAt (fun k₀ => endCorrelation J (k₀ * Real.cos φ ^ 2))
      (-3 * Real.cos φ ^ 2 / (16*J)) 0 := by
  have h := (correlation_slope hJ).comp_of_eq (0:ℝ)
    ((hasDerivAt_id' (0:ℝ)).mul_const (Real.cos φ ^ 2)) (by simp)
  exact h.congr_deriv (by ring)

end

end FourSpinCoupling
```

```lean
#print axioms FourSpinCoupling.singlet_levels
-- 'FourSpinCoupling.singlet_levels' depends on axioms: [propext, Classical.choice, Quot.sound]
#print axioms FourSpinCoupling.end_spin_correlation
-- 'FourSpinCoupling.end_spin_correlation' depends on axioms: [propext, Classical.choice, Quot.sound]
#print axioms FourSpinCoupling.karplus
-- 'FourSpinCoupling.karplus' depends on axioms: [propext, Classical.choice, Quot.sound]
```

## Spin operators, singlet states and the reach of the cosine-squared law

`State` is a function from four two-valued indices to complex amplitudes. `site` applies an actual spin-1/2 matrix to one index, with Lean sites 0 to 3 standing for spins 1 to 4. `dot` and `hamiltonian` are built from these operators, and `IsSinglet` says that all three total-spin components annihilate the state.

`singlet_levels` says that a complex number `E` is the energy of some nonzero singlet eigenstate exactly when it is one of the two levels. `end_spin_correlation` is written with unnormalised inner products; dividing by `braket ψ ψ` for a nonzero state gives the expectation value. `correlation_slope` and `karplus` differentiate the function `endCorrelation`, which the preceding theorem identifies with the correlation.

The proof follows the same algebra:

- `dirac_exchange` checks the exchange identity over the values of the two spins involved.
- `singlet_iff` solves the $x$ and $z$ conditions for the amplitudes, then checks the converse for all three components.
- `singlet_action` uses antisymmetry (`sw`) and the three-term identity (`pl`) to obtain the action on the coefficients. `pairState_eq_smul` turns equations between states into equations between coefficients.
- `splitting_facts` supplies the positivity of $Q$ and $w$. In `singlet_levels`, the secular determinant forces $c=d=0$ away from the two levels, and explicit vectors show that both levels occur.
- In `end_spin_correlation`, `hb` computes the inner products and `key` is the final simplification of the quotient.

The condition $J>0$ matters for the slope. At $J=-1$, $Q(0)=1$ and $Q'(0)=1/4$, so the function has slope $-3/16$, whereas $-3/(16J)$ would give $+3/16$.

The level theorem concerns singlets only, not the full 16-dimensional spectrum. The file treats four localised spins without orbital motion, nuclei or a magnetic field. The $\cos^2\varphi$ dependence of $k$ is an assumption, and `karplus` gives a derivative at $k_0=0$, with no error bound at finite $k_0$. It does not yield a nuclear coupling constant in hertz, which also needs the electron density at the nuclei and the excitation energies. Rounding errors in a floating-point implementation need their own analysis.
